# Two or more continuous real orbitals on the plane always have a Slater node with all electrons apart

Place two electrons at $w$ and $-w$ in the plane, with $w\neq 0$, and rotate the pair by half a turn: the electrons have changed places without meeting, and the determinant $\varphi_0(w)\varphi_1(-w)-\varphi_1(w)\varphi_0(-w)$ of two continuous real orbitals has been multiplied by $-1$. It must therefore vanish somewhere along the way, at two distinct points.

In Lean 4 with Mathlib:

```lean
import Mathlib

open Function

namespace MairhuberCurtisNodes

/-- The unnormalised Slater determinant `det (φ_j (x_i))` of the orbitals `φ` at the
configuration `x`. -/
def slater {K X : Type*} [Field K] {N : ℕ} (φ : Fin N → X → K) (x : Fin N → X) : K :=
  (Matrix.of fun i j => φ j (x i)).det

/-- For `a ≠ b`, the configuration `x` with electron `a` moved to `c + w` and `b` to `c - w`; the
other electrons are spectators and stay in place. -/
def pairAt {E : Type*} [AddCommGroup E] {N : ℕ} (x : Fin N → E) (a b : Fin N) (c w : E) :
    Fin N → E :=
  fun i => if i = a then c + w else if i = b then c - w else x i

/-- Exchanging the positions of two different electrons reverses the sign of the Slater
determinant. -/
theorem slater_exchange {K X : Type*} [Field K] {N : ℕ} (φ : Fin N → X → K)
    (x : Fin N → X) {a b : Fin N} (hab : a ≠ b) :
    slater φ (x ∘ Equiv.swap a b) = -slater φ x := by
  have h : slater φ (x ∘ Equiv.swap a b) =
      ((Matrix.of fun i j => φ j (x i)).submatrix (Equiv.swap a b) id).det := rfl
  rw [h, Matrix.det_permute, Equiv.Perm.sign_swap hab]
  simp [slater]

/-- The Slater determinant vanishes when two different electrons sit at the same point. -/
theorem slater_coincidence {K X : Type*} [Field K] {N : ℕ} (φ : Fin N → X → K)
    (x : Fin N → X) {a b : Fin N} (hab : a ≠ b) (h : x a = x b) : slater φ x = 0 := by
  unfold slater
  exact Matrix.det_zero_of_row_eq hab (by funext j; simp [h])

section Nodes

variable {E : Type*} [NormedAddCommGroup E] [NormedSpace ℝ E] {N : ℕ}

/-- In dimension greater than one, a continuous odd real function has a zero on every sphere
around the origin. -/
theorem odd_zero_on_sphere (hE : 1 < Module.rank ℝ E) (F : E → ℝ) (hF : Continuous F)
    (hodd : ∀ w, F (-w) = -F w) {r : ℝ} (hr : 0 ≤ r) : ∃ w, ‖w‖ = r ∧ F w = 0 := by
  have hS := isConnected_sphere hE (0 : E) hr
  obtain ⟨u, hu⟩ := hS.nonempty
  have hu' : -u ∈ Metric.sphere (0 : E) r := by simpa using hu
  -- `F` takes opposite values at `u` and `-u`, and the sphere is connected
  have key : ∃ w ∈ Metric.sphere (0 : E) r, F w = 0 := by
    rcases le_total (F u) 0 with h | h
    · have h0 : (0 : ℝ) ∈ Set.Icc (F u) (F (-u)) := ⟨h, by rw [hodd]; linarith⟩
      exact hS.isPreconnected.intermediate_value hu hu' hF.continuousOn h0
    · have h0 : (0 : ℝ) ∈ Set.Icc (F (-u)) (F u) := ⟨by rw [hodd]; linarith, h⟩
      exact hS.isPreconnected.intermediate_value hu' hu hF.continuousOn h0
  obtain ⟨w, hw, h0⟩ := key
  exact ⟨w, by simpa using hw, h0⟩

/-- In dimension greater than one, with continuous real orbitals, any centre `c` and any
spectators, two electrons placed at `c + w` and `c - w` meet a node for some `w` of each
prescribed length `r ≥ 0`. -/
theorem node_at_every_separation (hE : 1 < Module.rank ℝ E) (φ : Fin N → E → ℝ)
    (hφ : ∀ j, Continuous (φ j)) (x : Fin N → E) {a b : Fin N} (hab : a ≠ b) (c : E)
    {r : ℝ} (hr : 0 ≤ r) : ∃ w, ‖w‖ = r ∧ slater φ (pairAt x a b c w) = 0 := by
  have hpos : ∀ i, Continuous fun w => pairAt x a b c w i := by
    intro i
    unfold pairAt
    split_ifs <;> fun_prop
  have hF : Continuous fun w => slater φ (pairAt x a b c w) := by
    unfold slater
    exact Continuous.matrix_det (continuous_matrix fun i j => (hφ j).comp (hpos i))
  refine odd_zero_on_sphere hE (fun w => slater φ (pairAt x a b c w)) hF ?_ hr
  intro w
  -- reversing `w` exchanges the two electrons
  have hswap : pairAt x a b c (-w) = pairAt x a b c w ∘ Equiv.swap a b := by
    funext i
    by_cases ia : i = a
    · subst ia
      simp [pairAt, hab.symm, sub_eq_add_neg]
    · by_cases ib : i = b
      · subst ib
        simp [pairAt, hab.symm]
      · simp [pairAt, ia, ib, Equiv.swap_apply_of_ne_of_ne ia ib]
  change slater φ (pairAt x a b c (-w)) = -slater φ (pairAt x a b c w)
  rw [hswap, slater_exchange φ _ hab]

/-- If the positions `x` are pairwise distinct and none lies at distance `‖w‖` from `c`, then
moving two electrons to `c + w` and `c - w` with `w ≠ 0` creates no coincidence. -/
theorem pairAt_injective {x : Fin N → E} (hx : Injective x) (a b : Fin N) {c w : E}
    (hw : w ≠ 0) (hs : ∀ i, ‖x i - c‖ ≠ ‖w‖) : Injective (pairAt x a b c w) := by
  have hp : ∀ i, x i ≠ c + w := fun i h => hs i (by rw [h]; simp)
  have hm : ∀ i, x i ≠ c - w := fun i h => hs i (by rw [h]; simp)
  have hpm : c + w ≠ c - w := by
    intro h
    have h2 : (2 : ℝ) • w = 0 := by
      calc (2 : ℝ) • w = (c + w) - (c - w) := by module
        _ = 0 := by rw [h, sub_self]
    exact hw ((smul_eq_zero.mp h2).resolve_left two_ne_zero)
  intro i j hij
  have hxij : x i = x j → i = j := fun h => hx h
  have hpi := hp i
  have hpj := hp j
  have hmi := hm i
  have hmj := hm j
  simp only [pairAt] at hij
  grind

/-- In dimension greater than one, with continuous real orbitals and pairwise distinct
positions `x`, two electrons can be moved to within any distance `ε > 0` of any point `c` so
that the determinant vanishes while all electrons remain at distinct points. -/
theorem node_near_every_point (hE : 1 < Module.rank ℝ E) (φ : Fin N → E → ℝ)
    (hφ : ∀ j, Continuous (φ j)) {x : Fin N → E} (hx : Injective x) {a b : Fin N}
    (hab : a ≠ b) (c : E) {ε : ℝ} (hε : 0 < ε) :
    ∃ w, ‖w‖ < ε ∧ Injective (pairAt x a b c w) ∧ slater φ (pairAt x a b c w) = 0 := by
  -- choose a radius that avoids the finitely many distances from `c`
  obtain ⟨r, hr, hn⟩ :=
    ((Set.Ioo_infinite hε).sdiff (Set.finite_range fun i => ‖x i - c‖)).nonempty
  obtain ⟨w, hw, h0⟩ := node_at_every_separation hE φ hφ x hab c hr.1.le
  refine ⟨w, hw ▸ hr.2, pairAt_injective hx a b ?_ ?_, h0⟩
  · exact norm_pos_iff.mp (hw ▸ hr.1)
  · intro i hi
    exact hn ⟨i, hi.trans hw⟩

/-- Mairhuber-Curtis phenomenon: for at least two electrons in dimension greater than one and
continuous real orbitals, the coincidence set is a proper subset of the nodal set. -/
theorem coincidences_ssubset_nodes (hE : 1 < Module.rank ℝ E) (hN : 2 ≤ N)
    (φ : Fin N → E → ℝ) (hφ : ∀ j, Continuous (φ j)) :
    {x : Fin N → E | ¬ Injective x} ⊂ {x | slater φ x = 0} := by
  refine Set.ssubset_iff_exists.mpr ⟨?_, ?_⟩
  · intro x hx
    obtain ⟨a, b, h, hab⟩ := Function.not_injective_iff.mp hx
    exact slater_coincidence φ x hab h
  · -- start from electrons spaced evenly along a line
    obtain ⟨e, he⟩ := (isConnected_sphere hE (0 : E) zero_le_one).nonempty
    have he1 : ‖e‖ = 1 := by simpa using he
    have he0 : e ≠ 0 := norm_pos_iff.mp (by rw [he1]; exact one_pos)
    have hx : Injective fun i : Fin N => ((i : ℕ) : ℝ) • e := by
      intro i j hij
      have h : ((i : ℕ) : ℝ) = ((j : ℕ) : ℝ) := smul_left_injective ℝ he0 hij
      exact Fin.ext (by exact_mod_cast h)
    have hab : (⟨0, by omega⟩ : Fin N) ≠ ⟨1, by omega⟩ := by simp
    obtain ⟨w, -, hinj, h0⟩ := node_near_every_point hE φ hφ hx hab 0 one_pos
    exact ⟨_, h0, fun h => h hinj⟩

end Nodes

/-- For `N ≥ 2` continuous real orbitals on the plane there are `N` pairwise distinct points at
which the Slater determinant vanishes. -/
theorem planar_node {N : ℕ} (hN : 2 ≤ N) (φ : Fin N → EuclideanSpace ℝ (Fin 2) → ℝ)
    (hφ : ∀ j, Continuous (φ j)) :
    ∃ x : Fin N → EuclideanSpace ℝ (Fin 2), Injective x ∧ slater φ x = 0 := by
  have hE : 1 < Module.rank ℝ (EuclideanSpace ℝ (Fin 2)) := by
    rw [← Module.finrank_eq_rank, finrank_euclideanSpace_fin]
    norm_num
  obtain ⟨-, x, h0, hx⟩ :=
    Set.ssubset_iff_exists.mp (coincidences_ssubset_nodes hE hN φ hφ)
  exact ⟨x, not_not.mp hx, h0⟩

/-- For the monomial orbitals `1, z, z², …` over a field, such as the real line or the complex
plane, the Slater determinant vanishes exactly at the coincidences. -/
theorem monomial_nodes {K : Type*} [Field K] {N : ℕ} (x : Fin N → K) :
    slater (fun (j : Fin N) (z : K) => z ^ (j : ℕ)) x = 0 ↔ ¬ Injective x := by
  have hM : (Matrix.of fun i j : Fin N => x i ^ (j : ℕ)) = Matrix.vandermonde x := by
    ext i j
    simp [Matrix.vandermonde_apply]
  change (Matrix.of fun i j : Fin N => x i ^ (j : ℕ)).det = 0 ↔ _
  rw [hM, ← Matrix.det_vandermonde_ne_zero_iff, not_ne_iff]

end MairhuberCurtisNodes
```

```lean
#print axioms MairhuberCurtisNodes.node_near_every_point
#print axioms MairhuberCurtisNodes.planar_node
#print axioms MairhuberCurtisNodes.monomial_nodes
```

```
'MairhuberCurtisNodes.node_near_every_point' depends on axioms: [propext, Classical.choice, Quot.sound]
'MairhuberCurtisNodes.planar_node' depends on axioms: [propext, Classical.choice, Quot.sound]
'MairhuberCurtisNodes.monomial_nodes' depends on axioms: [propext, Classical.choice, Quot.sound]
```

## Nodes beyond the Pauli coincidences

For orbitals $\varphi_j$ and positions $x_i$, with $i,j=0,\dots,N-1$, write $D(x)=\det(\varphi_j(x_i))$. This is `slater φ x`; the missing factor $1/\sqrt{N!}$ does not affect its zeros. A configuration is a map `x : Fin N → E`, and `Injective x` says that no two electrons share a position. There is no spin variable, so the electrons are to be read as having the same spin.

The theorem `coincidences_ssubset_nodes` says that for $N\ge 2$ continuous real orbitals on a real normed space $E$ of dimension greater than one, the coincidence configurations form a proper subset of the zeros of $D$. `planar_node` takes $E$ to be the Euclidean plane and gives $N$ pairwise distinct points with $D=0$. For $N=1$ the constant orbital $1$ has neither coincidences nor nodes, so the inclusion is not strict.

The orbitals need not be square-integrable, orthonormal or even linearly independent, but they are assumed to be continuous on all of $E$. The Mairhuber–Curtis theorem of approximation theory also treats functions given only on suitable subsets. Nothing is said here about the shape of the nodal set or the number of nodal domains.

In fixed-node diffusion Monte Carlo, a trial function that is a single determinant of continuous real orbitals for two or more same-spin electrons in two or three dimensions thus imposes nodes beyond those forced by coincidences. This is not an artefact of using a single determinant: the argument below uses only continuity, real values and the change of sign under exchange, so every continuous real wave function that is antisymmetric in these electrons has such nodes too.

## Exchanging a pair by reversing one vector

Exchanging two electrons exchanges two rows of the matrix, so $D$ changes sign (`slater_exchange`). If two electrons coincide, two rows are equal and $D=0$ (`slater_coincidence`). This already gives the inclusion.

Now fix a configuration $x$, two electrons $a\neq b$ and a centre $c$. Move $a$ to $c+w$ and $b$ to $c-w$, and leave the spectators in place; this is `pairAt x a b c w`. Let $F(w)$ be the value of $D$ there. Every position is continuous in $w$, the orbitals are continuous, and the determinant is a polynomial in its entries, so $F$ is continuous. Replacing $w$ by $-w$ exchanges the pair, which is `hswap` in the code, and hence
$$F(-w)=-F(w).$$

In dimension greater than one the sphere $\|w\|=r$ is connected. Pick $u$ on it. The values $F(u)$ and $F(-u)=-F(u)$ have zero between them, so the intermediate value theorem gives a zero of $F$ on the sphere. This is `odd_zero_on_sphere`, and `node_at_every_separation` applies it to the pair.

## Keeping the pair away from the spectators

The zero might still be a coincidence with a spectator. Take $x$ injective and $\varepsilon>0$. Only finitely many radii equal some $\|x_i-c\|$, so `node_near_every_point` can choose $r\in(0,\varepsilon)$ different from all of them. With $\|w\|=r$, neither $c+w$ nor $c-w$ is a position of $x$, and $c+w=c-w$ would give $2w=0$. All electrons are therefore distinct (`pairAt_injective`).

For the strict inclusion, the code starts from $x_i=i\,e$ with $\|e\|=1$ and moves electrons $0$ and $1$ about $c=0$.

## Three electrons in numbers

Take the orbitals $1$, $X$, $Y$, where $X$ and $Y$ are the plane coordinates. Put electrons $0$ and $1$ at $\pm(u,v)$ and electron $2$ at $(3,4)$. Then
$$F(u,v)=\det\begin{pmatrix}1&u&v\\1&-u&-v\\1&3&4\end{pmatrix}=2(3v-4u).$$
On the unit circle $F(1,0)=-8$ and $F(-1,0)=8$, with zeros at $\pm(0.6,0.8)$: three distinct points on a line. On the circle of radius $5$ the only zeros are $\pm(3,4)$, where one of the pair sits on the spectator. That is the kind of radius the proof avoids. These three orbitals are not square-integrable, but multiplying each by $e^{-(X^2+Y^2)/2}$ gives, up to normalisation, the three lowest orbitals of a planar harmonic oscillator, and multiplies $D$ by a positive factor that leaves its zeros unchanged.

## Where coincidences are the only nodes

For the orbitals $1,z,z^2,\dots$ over a field, $D$ is the Vandermonde determinant
$$D(x)=\prod_{i<j}(x_j-x_i),$$
which vanishes exactly when two positions agree (`monomial_nodes`). Over $\mathbb R$ and $\mathbb C$ the monomials are not square-integrable, but a common factor $e^{-|z|^2/2}$ makes them so without changing the zeros of $D$. Over $\mathbb R$ this shows that the strict inclusion can fail on a line. Over $\mathbb C$ it shows that it can fail in the plane once orbitals may take complex values: $D$ can then pass from a value to its negative around zero.
